# A polynomial in particle coordinates vanishes when two particles coincide exactly when the difference of their coordinates divides it

Take a polynomial `P` in the coordinates of `N` particles, with coefficients in any field. The theorem says that putting particle `j` at the position of particle `i`, that is, substituting z_i for z_j, turns `P` into the zero polynomial exactly when z_i − z_j divides `P`. No Hamiltonian, exchange symmetry or normalisation is assumed. From divisibility to vanishing, the proof is a direct simplification; for the converse, it shows by induction on polynomials that the substitution changes any polynomial only by a multiple of z_i − z_j, so that a polynomial sent to zero is itself such a multiple.

Lean 4 with Mathlib refuses this proof:

```lean
import Mathlib

open MvPolynomial

namespace ContactBosons

variable {K : Type*} [Field K] {N : ℕ}

/-- Bringing particle `j` to the position of particle `i`: the substitution `z_j := z_i`. -/
noncomputable def merge (i j : Fin N) :
    MvPolynomial (Fin N) K →ₐ[K] MvPolynomial (Fin N) K :=
  aeval fun k => if k = j then X i else X k

/-- The substitution `z_j := z_i` turns a polynomial into the zero polynomial exactly when it is
divisible by `z_i - z_j`. -/
theorem dvd_iff_merge (i j : Fin N) (P : MvPolynomial (Fin N) K) :
    X i - X j ∣ P ↔ merge i j P = 0 := by
  constructor
  · rintro ⟨Q, rfl⟩
    simp [merge]
  · intro h
    -- merging changes any polynomial only by a multiple of `z_i - z_j`
    have key : ∀ P : MvPolynomial (Fin N) K, X i - X j ∣ P - merge i j P := by
      intro P
      refine MvPolynomial.induction_on P (fun a => ?_) (fun p q hp hq => ?_)
        (fun p k hp => ?_)
      · simp [merge]
      · have := dvd_add hp hq
        rw [map_add]
        convert this using 1
        ring
      · have hk : X i - X j ∣ (X k : MvPolynomial (Fin N) K) - merge i j (X k) := by
          by_cases hkj : k = j
          · subst hkj
            exact ⟨-1, by simp [merge]⟩
          · simp [merge, hkj]
        have := dvd_add (hp.mul_right (X k)) (hk.mul_left (merge i j p))
        rw [map_mul]
        convert this using 1
        ring
    simpa [h] using key P

end ContactBosons
```

The error:

```
Main.lean:25:6: error: Type mismatch
  induction_on P (fun a => ?m.85) (fun p q hp hq => ?m.91) fun p k hp => ?m.96
has type
  ?m.83 P
but is expected to have type
  X i - X j ∣ P - (merge i j) P
```

The error is in how the induction is invoked. `MvPolynomial.induction_on` proves a property, called the motive, of a polynomial, and here the motive should be "z_i − z_j divides `P - merge i j P`", as a function of `P`. Given the lemma as a term inside `refine`, Lean had to work out the motive by unification. It left it as the unknown `?m.83` and could not match `?m.83 P` with the goal, hence the type mismatch. The `refine` therefore failed before any of the three cases was tried.

The repair uses `induction P using MvPolynomial.induction_on`, which gets the motive directly from the goal by abstracting `P` out of it. The cases for constants, sums and multiplication by a variable then have definite goals. Their arguments are unchanged: the named cases `C`, `add` and `mul_X` replace the bullets and the `fun` binders, and the remaining changes are only the layout that goes with this.

The mended proof, as a diff:

```diff
@@ -23,12 +23,13 @@
     have key : ∀ P : MvPolynomial (Fin N) K, X i - X j ∣ P - merge i j P := by
       intro P
-      refine MvPolynomial.induction_on P (fun a => ?_) (fun p q hp hq => ?_)
-        (fun p k hp => ?_)
-      · simp [merge]
-      · have := dvd_add hp hq
+      induction P using MvPolynomial.induction_on with
+      | C a => simp [merge]
+      | add p q hp hq =>
+        have := dvd_add hp hq
         rw [map_add]
         convert this using 1
         ring
-      · have hk : X i - X j ∣ (X k : MvPolynomial (Fin N) K) - merge i j (X k) := by
+      | mul_X p k hp =>
+        have hk : X i - X j ∣ (X k : MvPolynomial (Fin N) K) - merge i j (X k) := by
           by_cases hkj : k = j
           · subst hkj
```
